# Closed-shell exchange is the same for every orbital of an irreducible open shell, and tensor operators without an invariant part are traceless

An electron in an open atomic shell exchanges with the electrons of equal spin in a closed shell. Let $a$ label the open-shell orbitals and $j$ the closed-shell ones. With one radial function per shell, the multipole expansion of $1/r_{12}$ gives orbital $a$ the exchange energy

$$-\sum_\kappa G^\kappa \sum_q\sum_j |\langle a|C^\kappa_q|j\rangle|^2 ,$$

where $G^\kappa$ is the Slater exchange integral of rank $\kappa$ and $C^\kappa_q$ are the renormalised spherical harmonics. Each angular coefficient depends on the magnetic quantum numbers of $a$ and $j$. Does the sum over the full closed shell still depend on $a$? And what is left of a multipole operator when its diagonal elements are summed over a full shell?

## Shells, symmetry operations and tensor components

Only symmetry is needed, so the rotation group is replaced by an arbitrary group $G$. The finite types `n`, `m` and `k` label the open-shell orbitals, the closed-shell orbitals and the tensor components. Thus `m` is not a magnetic quantum number, `k` is not a rank, and the group $G$ is unrelated to the Slater integrals $G^\kappa$.

In Lean 4 with Mathlib:

```lean
import Mathlib

open Matrix

namespace ClosedShellExchange

noncomputable section

variable {G n m k : Type*} [Group G] [Fintype n] [DecidableEq n]
  [Fintype m] [DecidableEq m] [Fintype k] [DecidableEq k]
```

The symmetry operation $g$ acts on the open shell by a unitary matrix $\rho(g)$, written `(ρ g).1`. Irreducibility says that the shell has at least one orbital and that no proper nonzero subspace is mapped into itself by all operations. For an atomic shell under rotations, this means that the $2\ell+1$ orbitals of angular momentum $\ell$ don't split into smaller sets.

```lean
/-- A unitary representation on a nonzero space is irreducible if its only invariant
subspaces are zero and the whole space. -/
def IsIrreducible (ρ : G →* unitaryGroup n ℂ) : Prop :=
  Nonempty n ∧ ∀ W : Submodule ℂ (n → ℂ),
    (∀ g, ∀ w ∈ W, (ρ g).1 *ᵥ w ∈ W) → W = ⊥ ∨ W = ⊤
```

The closed shell carries a unitary representation $\rho'$, and the components are mixed by a unitary representation $D$. The matrix $T_q$ has the elements $(T_q)_{aj}$, which stand for $\langle a|C^\kappa_q|j\rangle$. The next definition is the covariance law

$$\rho(g)\,T_q\,\rho'(g)^{-1}=\sum_p D(g)_{pq}\,T_p .$$

It expresses that the $T_q$ are the components of a tensor operator. If $D$ is irreducible, the law also fixes their relative normalisation.

```lean
/-- The operators `T q` transform among themselves under the group, with
coefficients given by the representation `D`. -/
def IsTensorSet (ρ : G →* unitaryGroup n ℂ) (ρ' : G →* unitaryGroup m ℂ)
    (D : G →* unitaryGroup k ℂ) (T : k → Matrix n m ℂ) : Prop :=
  ∀ g q, (ρ g).1 * T q * ((ρ' g)⁻¹).1 = ∑ p, (D g).1 p q • T p
```

The angular part of the exchange operator is $K=\sum_q T_qT_q^\dagger$, without the minus sign and the radial integral. Each rank can be treated separately and weighted with $G^\kappa$ afterwards.

```lean
/-- The exchange operator: the sum of `T q (T q)†` over all components. -/
def exchange (T : k → Matrix n m ℂ) : Matrix n n ℂ := ∑ q, T q * (T q)ᴴ
```

Spherical harmonics and rotation matrices are not constructed. That a given atomic shell is irreducible, and that its multipole matrices obey the covariance law, enter as hypotheses.

## (a) Exchange and the symmetry operations

**Task.** Show that for a tensor set, and every $g$,

$$K\rho(g)=\rho(g)K .$$

**Solution.** Write $U=\rho(g)$, $V=\rho'(g)$ and $A=D(g)$. Inserting $V^\dagger V=1$ between $T_q$ and $T_q^\dagger$ gives

$$UKU^\dagger=\sum_q (UT_qV^\dagger)(UT_qV^\dagger)^\dagger
=\sum_{p,r}\Big(\sum_q A_{pq}\overline{A_{rq}}\Big)T_pT_r^\dagger .$$

The bracket is $(AA^\dagger)_{pr}=\delta_{pr}$, so the right side is $K$. Multiplication by $U$ from the right gives the claim.

In the proof, `key` is the equation $UKU^\dagger=K$, and its `calc` chain follows these steps. `hcov` is the covariance law with the inverse written as an adjoint, and `hD` is the unitarity of $D$ in components.

```lean
variable {ρ : G →* unitaryGroup n ℂ} {ρ' : G →* unitaryGroup m ℂ}
  {D : G →* unitaryGroup k ℂ} {T : k → Matrix n m ℂ}

/-- The exchange operator of a tensor set commutes with every symmetry operation. -/
theorem exchange_commutes (hT : IsTensorSet ρ ρ' D T) (g : G) :
    exchange T * (ρ g).1 = (ρ g).1 * exchange T := by
  have hU : (ρ g).1ᴴ * (ρ g).1 = 1 := mem_unitaryGroup_iff'.mp (ρ g).2
  have hV : (ρ' g).1ᴴ * (ρ' g).1 = 1 := mem_unitaryGroup_iff'.mp (ρ' g).2
  have hA : (D g).1 * (D g).1ᴴ = 1 := mem_unitaryGroup_iff.mp (D g).2
  have hcov : ∀ q, (ρ g).1 * T q * (ρ' g).1ᴴ = ∑ p, (D g).1 p q • T p := hT g
  generalize (ρ g).1 = U at *
  generalize (ρ' g).1 = V at *
  generalize (D g).1 = A at *
  have hD : ∀ p r, ∑ q, A p q * star (A r q) = (1 : Matrix k k ℂ) p r := by
    intro p r
    rw [← hA]
    simp only [Matrix.mul_apply, conjTranspose_apply]
  have key : U * exchange T * Uᴴ = exchange T := by
    calc U * exchange T * Uᴴ
        = ∑ q, (U * T q * Vᴴ) * (U * T q * Vᴴ)ᴴ := by
          -- insert the identity on the closed shell
          rw [exchange, Matrix.mul_sum, Matrix.sum_mul]
          refine Finset.sum_congr rfl fun q _ => ?_
          rw [conjTranspose_mul, conjTranspose_mul, conjTranspose_conjTranspose]
          simp only [Matrix.mul_assoc]
          rw [← Matrix.mul_assoc Vᴴ V, hV, Matrix.one_mul]
      _ = ∑ q, ∑ p, ∑ r, (A p q * star (A r q)) • (T p * (T r)ᴴ) := by
          refine Finset.sum_congr rfl fun q _ => ?_
          rw [hcov q, conjTranspose_sum, Matrix.sum_mul]
          refine Finset.sum_congr rfl fun p _ => ?_
          rw [Matrix.mul_sum]
          refine Finset.sum_congr rfl fun r _ => ?_
          rw [conjTranspose_smul, Matrix.smul_mul, Matrix.mul_smul, smul_smul]
      _ = ∑ p, ∑ r, (1 : Matrix k k ℂ) p r • (T p * (T r)ᴴ) := by
          -- unitarity of D removes the cross terms
          rw [Finset.sum_comm]
          refine Finset.sum_congr rfl fun p _ => ?_
          rw [Finset.sum_comm]
          refine Finset.sum_congr rfl fun r _ => ?_
          rw [← Finset.sum_smul, hD]
      _ = exchange T := by simp [exchange, Matrix.one_apply, ite_smul]
  calc exchange T * U = U * exchange T * Uᴴ * U := by rw [key]
    _ = U * exchange T := by rw [Matrix.mul_assoc, hU, Matrix.mul_one]
```

## (b) Matrices that commute with an irreducible representation

**Task.** Let $\rho$ be irreducible on a space of dimension $d$, and let the matrix $A$ commute with every $\rho(g)$. Show that

$$A=\frac{\operatorname{tr}A}{d}\,1 .$$

**Solution.** Since $d\ge 1$ and the scalars are complex, $A$ has an eigenvalue $c$. If $Aw=cw$, then

$$A\rho(g)w=\rho(g)Aw=c\,\rho(g)w ,$$

so the eigenspace of $c$ is invariant. It is not zero, hence it is the whole space and $A=c\,1$. Taking the trace gives $\operatorname{tr}A=cd$.

This is Schur's lemma for one representation acting on itself; maps between two different representations are not treated. In the proof, `htop` says that the eigenspace is everything, `hs` reads off $A=c\,1$ by applying $A$ to the basis vectors, and `ht` is the trace. The dimension $d$ is `Fintype.card n`.

```lean
/-- Schur's lemma: a matrix commuting with an irreducible representation is its
average diagonal element times the identity. -/
theorem schur (hρ : IsIrreducible ρ) (A : Matrix n n ℂ)
    (hA : ∀ g, A * (ρ g).1 = (ρ g).1 * A) :
    A = (A.trace / (Fintype.card n : ℂ)) • (1 : Matrix n n ℂ) := by
  obtain ⟨hne, hirr⟩ := hρ
  have := hne
  obtain ⟨c, hc⟩ := Module.End.exists_eigenvalue (Matrix.toLin' A)
  -- the eigenspace is invariant, hence the whole space
  have htop : Module.End.eigenspace (Matrix.toLin' A) c = ⊤ := by
    refine (hirr _ fun g w hw => ?_).resolve_left hc
    rw [Module.End.mem_eigenspace_iff, Matrix.toLin'_apply] at hw ⊢
    rw [Matrix.mulVec_mulVec, hA g, ← Matrix.mulVec_mulVec, hw, Matrix.mulVec_smul]
  have hs : A = c • (1 : Matrix n n ℂ) := by
    ext i j
    have hj : Pi.single j (1 : ℂ) ∈ Module.End.eigenspace (Matrix.toLin' A) c := by
      rw [htop]
      exact Submodule.mem_top
    rw [Module.End.mem_eigenspace_iff, Matrix.toLin'_apply] at hj
    simpa [Matrix.one_apply, Pi.single_apply] using congrFun hj i
  have ht : A.trace = c * (Fintype.card n : ℂ) := by
    rw [hs, Matrix.trace_smul, Matrix.trace_one, smul_eq_mul]
  rw [ht, mul_div_cancel_right₀ _ (Nat.cast_ne_zero.mpr Fintype.card_ne_zero)]
  exact hs
```

## (c) The form of the exchange operator

**Task.** Show that for an irreducible open shell of dimension $d$ and a tensor set,

$$\sum_q T_qT_q^\dagger=\frac{\operatorname{tr}K}{d}\,1 .$$

**Solution.** By (a), $K$ commutes with every $\rho(g)$. Part (b) with $A=K$ gives the result, and the proof is the same composition. Neither $\rho'$ nor $D$ has to be irreducible.

```lean
/-- For an irreducible open shell, the exchange operator of a tensor set is its
average diagonal element times the identity. -/
theorem exchange_scalar (hρ : IsIrreducible ρ) (hT : IsTensorSet ρ ρ' D T) :
    exchange T = ((exchange T).trace / (Fintype.card n : ℂ)) • (1 : Matrix n n ℂ) :=
  schur hρ _ (exchange_commutes hT)
```

In a central-field model with one fixed radial function per shell, exchange with closed shells therefore shifts all orbitals of an open shell alike and does not split the terms of a configuration to first order.

## (d) Comparing two orbitals

**Task.** Under the same hypotheses, show for any two open-shell orbitals $a$ and $b$ that

$$\sum_q\sum_j|(T_q)_{aj}|^2=\sum_q\sum_j|(T_q)_{bj}|^2 .$$

**Solution.** A diagonal element of $K$ is

$$K_{aa}=\sum_q\sum_j (T_q)_{aj}\overline{(T_q)_{aj}}=\sum_q\sum_j|(T_q)_{aj}|^2 .$$

By (c), all diagonal elements of $K$ are equal. In the proof, `hdiag` is the displayed formula and `hab` is the equality $K_{aa}=K_{bb}$; the last line passes from complex to real numbers. The `m` in the theorem's name stands for the magnetic quantum number of the open-shell orbital, not for the type `m`.

```lean
/-- The squared couplings of an orbital to a closed shell, summed over the shell and
all tensor components, agree for any two orbitals `a`, `b` of an irreducible set. -/
theorem exchange_independent_of_m (hρ : IsIrreducible ρ)
    (hT : IsTensorSet ρ ρ' D T) (a b : n) :
    ∑ q, ∑ j, ‖T q a j‖ ^ 2 = ∑ q, ∑ j, ‖T q b j‖ ^ 2 := by
  have hdiag : ∀ i, exchange T i i = ((∑ q, ∑ j, ‖T q i j‖ ^ 2 : ℝ) : ℂ) := by
    intro i
    rw [exchange, Matrix.sum_apply, Complex.ofReal_sum]
    refine Finset.sum_congr rfl fun q _ => ?_
    rw [Matrix.mul_apply, Complex.ofReal_sum]
    refine Finset.sum_congr rfl fun j _ => ?_
    rw [conjTranspose_apply, ← Complex.normSq_eq_norm_sq]
    exact Complex.mul_conj _
  have hab : exchange T a a = exchange T b b := by
    rw [exchange_scalar hρ hT]
    simp only [Matrix.smul_apply, Matrix.one_apply_eq]
  rw [hdiag, hdiag] at hab
  exact Complex.ofReal_injective hab
```

Without irreducibility the statement can fail. Take the group with one element, two open-shell orbitals, one closed-shell orbital and the single component $T=\binom{1}{0}$. The covariance law holds trivially, but $K=\operatorname{diag}(1,0)$, and the two sums are 1 and 0.

## (e) The trace over a full shell

**Task.** Let the $T_q$ act within one shell, so that $\rho'=\rho$, and suppose that no nonzero vector is fixed by all $D(g)^{\mathsf T}$. Show that for every $q$

$$\operatorname{tr}T_q=0 .$$

**Solution.** Put $t_q=\operatorname{tr}T_q$. Conjugation leaves the trace unchanged, so the trace of the covariance law for component $r$ is

$$t_r=\sum_p D(g)_{pr}\,t_p=\big(D(g)^{\mathsf T}t\big)_r .$$

The vector $t$ is thus fixed by every $D(g)^{\mathsf T}$ and must be zero. Irreducibility of $\rho$ is not used.

The condition on $D$ means that $D$ does not contain the trivial representation, as for a multipole of rank $\kappa>0$ under rotations. Then no nonzero linear combination of the $T_q$ is invariant. The proof applies this condition, `hD`, to the vector of traces; `e` is the trace of the covariance law.

```lean
/-- Within one shell, every component of a tensor set has zero trace if no nonzero
vector is fixed by all the transposed matrices of `D`. -/
theorem trace_eq_zero {T : k → Matrix n n ℂ} (hT : IsTensorSet ρ ρ D T)
    (hD : ∀ v : k → ℂ, (∀ g, (D g).1ᵀ *ᵥ v = v) → v = 0) (q : k) :
    (T q).trace = 0 := by
  refine congrFun (hD (fun p => (T p).trace) fun g => funext fun r => ?_) q
  -- the trace does not change under conjugation
  have hU : ((ρ g)⁻¹).1 * (ρ g).1 = 1 := mem_unitaryGroup_iff'.mp (ρ g).2
  have e := congrArg Matrix.trace (hT g r)
  rw [Matrix.trace_mul_comm, ← Matrix.mul_assoc, hU, Matrix.one_mul,
    Matrix.trace_sum] at e
  simp only [Matrix.trace_smul, smul_eq_mul] at e
  simp only [Matrix.mulVec, dotProduct, Matrix.transpose_apply]
  exact e.symm
```

If $D$ is allowed to be trivial, the single component $T=1$ is a tensor set, and its trace is the dimension of the shell. This is the monopole.

## (f) A doublet coupled to an invariant orbital

**Task.** Let $G=U(2)$ act on $\mathbb C^2$ by its own matrices, and trivially on a single closed-shell orbital. Let $T_q=e_q$ be the unit columns, $q=0,1$, and let $D(g)=g$. Show that the action on $\mathbb C^2$ is irreducible and that

$$g\,e_q=\sum_p g_{pq}\,e_p .$$

**Solution.** The equation is the expansion of column $q$ of $g$. For irreducibility, let $W$ be an invariant subspace with a nonzero vector $w$, and use the unitary matrices $Z=\operatorname{diag}(1,-1)$ and $X$, which swaps the two components. If $w_0\neq0$, then $(w+Zw)/(2w_0)=e_0$ lies in $W$, and so does $Xe_0=e_1$; hence $W=\mathbb C^2$. If $w_0=0$, then $w_1\neq0$, and the argument applies to $Xw$.

All assumptions of (a) to (d) are therefore met by a concrete case. In the proof, `hZX` gives closure of $W$ under $Z$ and $X$, and `hgen` is the case $w_0\ne0$.

```lean
/-- The defining representation of U(2) is irreducible, and the two unit columns form
a tensor set from the trivial one-dimensional representation to it. -/
theorem exchange_scalar_witness :
    IsIrreducible (MonoidHom.id (unitaryGroup (Fin 2) ℂ)) ∧
    IsTensorSet (MonoidHom.id (unitaryGroup (Fin 2) ℂ))
      (1 : unitaryGroup (Fin 2) ℂ →* unitaryGroup (Fin 1) ℂ)
      (MonoidHom.id (unitaryGroup (Fin 2) ℂ))
      (fun q => Matrix.of fun i _ => if i = q then 1 else 0) := by
  refine ⟨⟨inferInstance, fun W h => or_iff_not_imp_left.mpr fun hne => ?_⟩, ?_⟩
  · have hu : !![(1 : ℂ), 0; 0, -1] ∈ unitaryGroup (Fin 2) ℂ ∧
        !![(0 : ℂ), 1; 1, 0] ∈ unitaryGroup (Fin 2) ℂ := by
      constructor <;> rw [mem_unitaryGroup_iff, star_eq_conjTranspose] <;> ext i j <;>
        fin_cases i <;> fin_cases j <;> simp [Matrix.mul_apply, Fin.sum_univ_two]
    have hZX : ∀ w ∈ W, ![w 0, -w 1] ∈ W ∧ ![w 1, w 0] ∈ W := by
      intro w hw
      constructor
      · convert h ⟨_, hu.1⟩ w hw using 1
        ext i
        fin_cases i <;> simp [Matrix.mulVec, dotProduct, Fin.sum_univ_two]
      · convert h ⟨_, hu.2⟩ w hw using 1
        ext i
        fin_cases i <;> simp [Matrix.mulVec, dotProduct, Fin.sum_univ_two]
    -- a vector with nonzero first component generates both basis vectors
    have hgen : ∀ w ∈ W, w 0 ≠ 0 → W = ⊤ := by
      intro w hw h0
      have e0 : ![(1 : ℂ), 0] ∈ W := by
        convert W.smul_mem (2 * w 0)⁻¹ (W.add_mem hw (hZX w hw).1) using 1
        ext i
        fin_cases i
        · show (1 : ℂ) = (2 * w 0)⁻¹ * (w 0 + w 0)
          rw [← two_mul, inv_mul_cancel₀ (mul_ne_zero two_ne_zero h0)]
        · show (0 : ℂ) = (2 * w 0)⁻¹ * (w 1 + -w 1)
          rw [add_neg_cancel, mul_zero]
      have e1 : ![(0 : ℂ), 1] ∈ W := (hZX _ e0).2
      refine Submodule.eq_top_iff'.mpr fun v => ?_
      convert W.add_mem (W.smul_mem (v 0) e0) (W.smul_mem (v 1) e1) using 1
      ext i
      fin_cases i <;> simp
    obtain ⟨w, hw, hw0⟩ := Submodule.exists_mem_ne_zero_of_ne_bot hne
    by_cases h0 : w 0 = 0
    · refine hgen _ (hZX w hw).2 fun h1 => hw0 ?_
      ext i
      fin_cases i
      · exact h0
      · exact h1
    · exact hgen w hw h0
  · intro g q
    ext i j
    fin_cases j
    simp [Matrix.mul_apply, Matrix.sum_apply]
```

## (g) An even and an odd orbital under inversion

**Task.** Let inversion multiply orbital $i$ by $(-1)^{l_i}$, and take one orbital with $l=0$ and one with $l=1$. With $P=\operatorname{diag}(1,-1)$, show that the dipole-type matrix

$$T=\begin{pmatrix}0&1\\1&0\end{pmatrix}\quad\text{obeys}\quad PTP^{-1}=-T ,$$

and that the one-dimensional odd representation fixes no nonzero vector.

**Solution.** Conjugation by $P$ multiplies the element in row $i$ and column $j$ by $P_{ii}P_{jj}$, which is $-1$ off the diagonal, where all nonzero elements of $T$ lie. The identity operation changes nothing. A vector fixed by the odd representation satisfies $-v=v$, so $v=0$. The assumptions of (e) are thus met, with the two orbitals together in the place of the shell; this is allowed because (e) does not require irreducibility.

The group is `ℤˣ`, whose elements are $1$ and $-1$, and `parityRep` builds the diagonal matrices from the list of $l_i$.

```lean
/-- The parity representation: inversion multiplies orbital `i` by `(-1) ^ l i`. -/
def parityRep (l : n → ℕ) : ℤˣ →* unitaryGroup n ℂ where
  toFun u := ⟨Matrix.diagonal fun i => ((u : ℤ) : ℂ) ^ l i, by
    rw [mem_unitaryGroup_iff, star_eq_conjTranspose, diagonal_conjTranspose,
      diagonal_mul_diagonal, ← diagonal_one]
    congr 1
    funext i
    rcases Int.units_eq_one_or u with rfl | rfl <;> simp [← mul_pow]⟩
  map_one' := Subtype.ext (by simp)
  map_mul' u v := Subtype.ext (by simp [diagonal_mul_diagonal, mul_pow])
```

The covariance law is checked for the two group elements and all matrix entries; the second claim follows from the action of inversion.

```lean
/-- For one even and one odd orbital, the matrix with zero diagonal and unit off-diagonal elements
is a tensor set of odd parity, and the one-dimensional odd representation fixes no nonzero vector.
-/
theorem trace_eq_zero_witness :
    IsTensorSet (parityRep ![0, 1]) (parityRep ![0, 1]) (parityRep ![1])
      (fun _ : Fin 1 => !![(0 : ℂ), 1; 1, 0]) ∧
    ∀ v : Fin 1 → ℂ, (∀ g, (parityRep ![1] g).1ᵀ *ᵥ v = v) → v = 0 := by
  constructor
  · intro u q
    fin_cases q
    rcases Int.units_eq_one_or u with rfl | rfl <;> ext i j <;>
      fin_cases i <;> fin_cases j <;>
      simp [parityRep, Matrix.mul_apply, Fin.sum_univ_two, star_eq_conjTranspose]
  · intro v hv
    have h1 : -v 0 = v 0 := by
      simpa [parityRep, Matrix.mulVec, dotProduct] using congrFun (hv (-1)) 0
    have h0 : v 0 = 0 := by linear_combination (-1 / 2 : ℂ) * h1
    ext i
    fin_cases i
    exact h0

end

end ClosedShellExchange
```

```lean
#print axioms ClosedShellExchange.exchange_scalar
#print axioms ClosedShellExchange.exchange_independent_of_m
#print axioms ClosedShellExchange.trace_eq_zero
```

```
'ClosedShellExchange.exchange_scalar' depends on axioms: [propext, Classical.choice, Quot.sound]
'ClosedShellExchange.exchange_independent_of_m' depends on axioms: [propext, Classical.choice, Quot.sound]
'ClosedShellExchange.trace_eq_zero' depends on axioms: [propext, Classical.choice, Quot.sound]
```
